# Contact approximation to the s-level shift of a Gaussian nucleus: (2π/3)⟨r²⟩ per unit charge and contact density

Suppose one program treats the nucleus as a point and another smears it into a narrow Gaussian. Their s levels differ even when both are fully converged, and without an estimate of that difference it is easily mistaken for a grid error. To first order, and for a fixed spherical electron density that departs at most linearly from its value at the centre of the nucleus, the estimate needs only the charge and size of the nucleus and that central density.

## Point charge against smeared charge

We use atomic units. A Gaussian nucleus of width a > 0 and unit charge has the density

ρ(r) = exp(−r²/a²) / (√π a)³

and the potential erf(r/a)/r, where

erf(x) = (2/√π) ∫₀ˣ exp(−t²) dt.

A point charge has the potential 1/r. The difference is the potential defect

D(r) = 1/r − erf(r/a)/r.

It is non-negative, so the smeared nucleus binds less strongly. If an electron in the level has the spherical density n(r), the first-order level shift per unit nuclear charge is

S = ∫₀^∞ 4πr² n(r) D(r) dr.

If n is nearly constant across the nucleus, it can be replaced by its contact value n₀, which leaves the volume integral of D.

## The volume integral of the defect

With x = r/a,

∫₀^∞ 4πr² D(r) dr = 4πa² ∫₀^∞ x(1 − erf x) dx.

Since erf′(x) = (2/√π) exp(−x²), integration by parts gives

∫₀^∞ x(1 − erf x) dx = [x²(1 − erf x)/2]₀^∞ + (1/√π) ∫₀^∞ x² exp(−x²) dx.

The boundary term vanishes at infinity for the following reason. The derivative of erf x + exp(−x²) is exp(−x²)(2/√π − 2x), which is negative for x ≥ 1. The sum therefore decreases to its limit 1, and 0 ≤ 1 − erf x ≤ exp(−x²) there.

The Gaussian moments follow by parts from ∫₀^∞ exp(−x²) dx = √π/2:

∫₀^∞ x² exp(−x²) dx = √π/4

∫₀^∞ x⁴ exp(−x²) dx = (3/2)(√π/4) = 3√π/8.

So the integral of x(1 − erf x) is 1/4, and the volume integral of D is πa². The same moments give the norm and the mean-square radius of ρ:

∫₀^∞ 4πr² ρ dr = (4/√π)(√π/4) = 1

⟨r²⟩ = a² (4/√π)(3√π/8) = 3a²/2.

Hence πa² = (2π/3)⟨r²⟩.

## The error of the contact approximation

Let |n(r) − n₀| ≤ Kr for all r > 0. The constant K limits how fast the density leaves its contact value, as at the cusp of an s orbital. Writing n = n₀ + (n − n₀),

|S − (2π/3)⟨r²⟩n₀| ≤ K ∫₀^∞ 4πr³ D(r) dr = 4πKa³ ∫₀^∞ x²(1 − erf x) dx.

By parts again, with ∫₀^∞ x³ exp(−x²) dx = 1/2, the last integral is

(2/(3√π)) · (1/2) = 1/(3√π),

so the error is at most K · 4√π a³/3.

For nuclear charge Z and the hydrogenic 1s density n(r) = (Z³/π) exp(−2Zr), the contact value is n₀ = Z³/π. From 1 − 2Zr ≤ exp(−2Zr) ≤ 1 we may take K = 2Z⁴/π. The estimate of the first-order shift per unit charge is then Z³a², hence Z⁴a² for the whole nuclear charge. It differs from the first-order shift by at most 8Za/(3√π) times the estimate itself, a small fraction when the nucleus is much narrower than the orbital.

## The statements in Lean

`gaussDensity`, `potentialDefect` and `meanSquareRadius` are ρ, D and ⟨r²⟩, and `levelShift a n` is S. Integrals over space are radial integrals over `Ioi 0`, that is r > 0, with the weight 4πr² written out.

`finite_nucleus_shift` says that for a > 0 the weighted defect is integrable and its integral is (2π/3)⟨r²⟩. `gaussDensity_moments` supplies the unit charge and the value 3a²/2. `contact_density_error` is the error bound for any measurable `n` satisfying the linear condition, and `hydrogenic_1s_shift` applies it to the 1s density for Z > 0.

The potential erf(r/a)/r and the first-order formula enter as definitions; neither is derived from the Poisson or Schrödinger equation. The electron density does not respond to the change of nucleus. The model is non-relativistic: the Dirac 1s density of a point nucleus diverges at r = 0, so it has no contact value n₀ and the linear condition fails.

```lean
import Mathlib

open MeasureTheory Set Filter Topology
open scoped Real

namespace FiniteNucleus

noncomputable section

/-- The error function, defined by its integral. -/
def erf (x : ℝ) : ℝ := 2 / √π * ∫ t in (0 : ℝ)..x, Real.exp (-t ^ 2)

/-- The Gaussian nuclear charge density of width `a > 0` and unit charge. -/
def gaussDensity (a r : ℝ) : ℝ := Real.exp (-(r / a) ^ 2) / (√π * a) ^ 3

/-- The mean-square radius of the Gaussian nucleus of width `a > 0`. -/
def meanSquareRadius (a : ℝ) : ℝ :=
  ∫ r in Ioi (0 : ℝ), 4 * π * r ^ 2 * (r ^ 2 * gaussDensity a r)

/-- The point-charge potential minus the potential `erf (r/a) / r`, for `r > 0` and `a > 0`. -/
def potentialDefect (a r : ℝ) : ℝ := 1 / r - erf (r / a) / r

/-- The first-order shift, per unit nuclear charge, of a level whose electron has the spherical
density `n`, for a nucleus of width `a > 0`. -/
def levelShift (a : ℝ) (n : ℝ → ℝ) : ℝ :=
  ∫ r in Ioi (0 : ℝ), 4 * π * r ^ 2 * (n r * potentialDefect a r)

/-- The slope of the error function is a Gaussian. -/
theorem hasDerivAt_erf (x : ℝ) : HasDerivAt erf (2 / √π * Real.exp (-x ^ 2)) x := by
  have h : Continuous fun t : ℝ => Real.exp (-t ^ 2) := by fun_prop
  exact (intervalIntegral.integral_hasDerivAt_right (h.intervalIntegrable _ _)
    (h.stronglyMeasurableAtFilter _ _) h.continuousAt).const_mul _

/-- The error function tends to one at large distance. -/
theorem tendsto_erf : Tendsto erf atTop (𝓝 1) := by
  have hi : IntegrableOn (fun t : ℝ => Real.exp (-t ^ 2)) (Ioi 0) := by
    have := (integrable_exp_neg_mul_sq (b := 1) one_pos).integrableOn (s := Ioi 0)
    simpa using this
  have hv : ∫ t in Ioi (0 : ℝ), Real.exp (-t ^ 2) = √π / 2 := by
    simpa using integral_gaussian_Ioi 1
  have h := (intervalIntegral_tendsto_integral_Ioi (0 : ℝ) hi tendsto_id).const_mul (2 / √π)
  have hs : √π ≠ 0 := (Real.sqrt_pos.mpr Real.pi_pos).ne'
  have e : 2 / √π * (√π / 2) = 1 := by field_simp
  rw [hv, e] at h
  exact h

/-- The error function never exceeds one. -/
theorem erf_le_one (x : ℝ) : erf x ≤ 1 := by
  have hm : Monotone erf := monotone_of_deriv_nonneg
    (fun y => (hasDerivAt_erf y).differentiableAt)
    (fun y => by rw [(hasDerivAt_erf y).deriv]; positivity)
  exact hm.ge_of_tendsto tendsto_erf x

/-- The derivative of a power times a Gaussian, and its decay at large distance. -/
theorem pow_gauss (n : ℕ) :
    (∀ x : ℝ, HasDerivAt (fun x : ℝ => x ^ n * Real.exp (-x ^ 2))
      (n * x ^ (n - 1) * Real.exp (-x ^ 2) + x ^ n * (-(2 * x) * Real.exp (-x ^ 2))) x) ∧
    Tendsto (fun x : ℝ => x ^ n * Real.exp (-x ^ 2)) atTop (𝓝 0) := by
  constructor
  · intro x
    have h2 : HasDerivAt (fun y : ℝ => y ^ 2) (2 * x) x := by simpa using hasDerivAt_pow 2 x
    exact (hasDerivAt_pow n x).fun_mul (h2.fun_neg.exp.congr_deriv (by ring))
  · refine squeeze_zero' ?_ ?_ (Real.tendsto_pow_mul_exp_neg_atTop_nhds_zero n)
    · filter_upwards [eventually_ge_atTop 1] with x hx
      exact mul_nonneg (pow_nonneg (by linarith) n) (Real.exp_pos _).le
    · filter_upwards [eventually_ge_atTop 1] with x hx
      exact mul_le_mul_of_nonneg_left (Real.exp_le_exp.mpr (by nlinarith))
        (pow_nonneg (by linarith) n)

/-- The complement `1 - erf x` decays faster than any power of the distance. -/
theorem tendsto_pow_erfc (n : ℕ) :
    Tendsto (fun x : ℝ => x ^ n * (1 - erf x)) atTop (𝓝 0) := by
  have hd : ∀ y : ℝ, HasDerivAt (fun y => erf y + y ^ 0 * Real.exp (-y ^ 2))
      (Real.exp (-y ^ 2) * (2 / √π - 2 * y)) y := fun y =>
    ((hasDerivAt_erf y).fun_add ((pow_gauss 0).1 y)).congr_deriv (by simp; ring)
  have hs : 2 / √π ≤ 2 := div_le_self (by norm_num)
    (Real.one_le_sqrt.mpr (by linarith [Real.pi_gt_three]))
  -- erf x + exp (-x²) decreases towards 1 once x ≥ 1
  have hanti : AntitoneOn (fun y => erf y + y ^ 0 * Real.exp (-y ^ 2)) (Ici 1) := by
    refine antitoneOn_of_deriv_nonpos (convex_Ici 1)
      (fun y _ => (hd y).continuousAt.continuousWithinAt)
      (fun y _ => (hd y).differentiableAt.differentiableWithinAt) (fun y hy => ?_)
    rw [interior_Ici] at hy
    have hy' : 1 < y := hy
    rw [(hd y).deriv]
    exact mul_nonpos_of_nonneg_of_nonpos (Real.exp_pos _).le (by linarith)
  refine squeeze_zero' ?_ ?_ (pow_gauss n).2
  · filter_upwards [eventually_ge_atTop 1] with x hx
    exact mul_nonneg (pow_nonneg (by linarith) n) (sub_nonneg.mpr (erf_le_one x))
  · filter_upwards [eventually_ge_atTop 1] with x hx
    have h := le_of_tendsto (tendsto_erf.add (pow_gauss 0).2)
      ((eventually_ge_atTop x).mono fun y hy => hanti hx (le_trans hx hy) hy)
    simp only [pow_zero, one_mul, add_zero] at h
    exact mul_le_mul_of_nonneg_left (by linarith) (pow_nonneg (by linarith) n)

/-- Let `F` vanish at zero, tend to `L` at infinity and have derivative `f`, non-negative for `x >
0`. Then a radial integrand equal to `c * (f (r/a) / a)` for `r > 0`, with `a > 0` and `c ≥ 0`, is
integrable over `r > 0`, and its integral is `c * L`. -/
theorem radial_integral {F f g : ℝ → ℝ} {a c L : ℝ} (ha : 0 < a) (hc : 0 ≤ c)
    (hF : ∀ x, HasDerivAt F (f x) x) (hf : ∀ x > 0, 0 ≤ f x) (h0 : F 0 = 0)
    (hL : Tendsto F atTop (𝓝 L)) (hg : ∀ r > 0, g r = c * (f (r / a) / a)) :
    IntegrableOn g (Ioi 0) ∧ ∫ r in Ioi (0 : ℝ), g r = c * L := by
  have hd : ∀ r ∈ Ici (0 : ℝ),
      HasDerivAt (fun r => c * F (r / a)) (c * (f (r / a) / a)) r := by
    intro r _
    have h1 : HasDerivAt (fun r : ℝ => r / a) (1 / a) r := (hasDerivAt_id' r).div_const a
    exact (((hF (r / a)).comp r h1).const_mul c).congr_deriv (by ring)
  have hp : ∀ r ∈ Ioi (0 : ℝ), 0 ≤ c * (f (r / a) / a) := fun r hr =>
    mul_nonneg hc (div_nonneg (hf _ (div_pos hr ha)) ha.le)
  have ht : Tendsto (fun r => c * F (r / a)) atTop (𝓝 (c * L)) :=
    (hL.comp (tendsto_id.atTop_div_const ha)).const_mul c
  have he : EqOn (fun r => c * (f (r / a) / a)) g (Ioi 0) := fun r hr => (hg r hr).symm
  constructor
  · exact (integrableOn_Ioi_deriv_of_nonneg' hd hp ht).congr_fun he measurableSet_Ioi
  · rw [← setIntegral_congr_fun measurableSet_Ioi he,
      integral_Ioi_of_hasDerivAt_of_nonneg' hd hp ht]
    simp [h0]

/-- The Gaussian nucleus carries unit charge and has mean-square radius `3a²/2`. -/
theorem gaussDensity_moments {a : ℝ} (ha : 0 < a) :
    ∫ r in Ioi (0 : ℝ), 4 * π * r ^ 2 * gaussDensity a r = 1 ∧
    meanSquareRadius a = 3 * a ^ 2 / 2 := by
  have hρ : ∀ r, 4 * π * gaussDensity a r = 4 / √π * Real.exp (-(r / a) ^ 2) / a ^ 3 := by
    intro r
    have hs : √π ≠ 0 := (Real.sqrt_pos.mpr Real.pi_pos).ne'
    have hq : √π ^ 2 = π := Real.sq_sqrt Real.pi_pos.le
    unfold gaussDensity
    generalize Real.exp (-(r / a) ^ 2) = e
    generalize √π = s at hs hq ⊢
    rw [← hq]
    field_simp
  constructor
  · have hF : ∀ x : ℝ, HasDerivAt
        (fun x => erf x - 2 / √π * (x ^ 1 * Real.exp (-x ^ 2)))
        (4 / √π * (x ^ 2 * Real.exp (-x ^ 2))) x := fun x =>
      ((hasDerivAt_erf x).fun_sub (((pow_gauss 1).1 x).const_mul _)).congr_deriv
        (by simp; ring)
    have hg : ∀ r > 0, 4 * π * r ^ 2 * gaussDensity a r =
        1 * (4 / √π * ((r / a) ^ 2 * Real.exp (-(r / a) ^ 2)) / a) := fun r _ => by
      linear_combination r ^ 2 * hρ r
    have h := (radial_integral ha zero_le_one hF (fun x _ => by positivity) (by simp [erf])
      (tendsto_erf.sub ((pow_gauss 1).2.const_mul _)) hg).2
    exact h.trans (by ring)
  · have hF : ∀ x : ℝ, HasDerivAt
        (fun x => 3 / 2 * erf x - 3 / √π * (x ^ 1 * Real.exp (-x ^ 2))
          - 2 / √π * (x ^ 3 * Real.exp (-x ^ 2)))
        (4 / √π * (x ^ 4 * Real.exp (-x ^ 2))) x := fun x =>
      ((((hasDerivAt_erf x).const_mul _).fun_sub (((pow_gauss 1).1 x).const_mul _)).fun_sub
        (((pow_gauss 3).1 x).const_mul _)).congr_deriv (by simp; ring)
    have hg : ∀ r > 0, 4 * π * r ^ 2 * (r ^ 2 * gaussDensity a r) =
        a ^ 2 * (4 / √π * ((r / a) ^ 4 * Real.exp (-(r / a) ^ 2)) / a) := fun r _ => by
      have e : a ^ 2 * (4 / √π * ((r / a) ^ 4 * Real.exp (-(r / a) ^ 2)) / a) =
          r ^ 4 * (4 / √π * Real.exp (-(r / a) ^ 2) / a ^ 3) := by
        generalize Real.exp (-(r / a) ^ 2) = E
        field_simp
      rw [e, ← hρ r]
      ring
    have h := (radial_integral ha (sq_nonneg a) hF (fun x _ => by positivity) (by simp [erf])
      (((tendsto_erf.const_mul _).sub ((pow_gauss 1).2.const_mul _)).sub
        ((pow_gauss 3).2.const_mul _)) hg).2
    exact h.trans (by ring)

/-- The volume integral of the potential defect of a Gaussian nucleus converges and equals
`2π/3` times the mean-square charge radius. -/
theorem finite_nucleus_shift {a : ℝ} (ha : 0 < a) :
    IntegrableOn (fun r => 4 * π * r ^ 2 * potentialDefect a r) (Ioi 0) ∧
    ∫ r in Ioi (0 : ℝ), 4 * π * r ^ 2 * potentialDefect a r =
      2 * π / 3 * meanSquareRadius a := by
  have hF : ∀ x : ℝ, HasDerivAt
      (fun x => 1 / 2 * (x ^ 2 * (1 - erf x)) + 1 / 4 * erf x
        - 1 / 2 / √π * (x ^ 1 * Real.exp (-x ^ 2))) (x * (1 - erf x)) x := fun x =>
    (((((hasDerivAt_pow 2 x).fun_mul ((hasDerivAt_erf x).const_sub 1)).const_mul _).fun_add
      ((hasDerivAt_erf x).const_mul _)).fun_sub
        (((pow_gauss 1).1 x).const_mul _)).congr_deriv (by simp; ring)
  have hg : ∀ r > 0, 4 * π * r ^ 2 * potentialDefect a r =
      4 * π * a ^ 2 * (r / a * (1 - erf (r / a)) / a) := fun r hr => by
    unfold potentialDefect
    generalize erf (r / a) = E
    field_simp
  have h := radial_integral ha (by positivity) hF
    (fun x hx => mul_nonneg (le_of_lt hx) (sub_nonneg.mpr (erf_le_one x))) (by simp [erf])
    ((((tendsto_pow_erfc 2).const_mul _).add (tendsto_erf.const_mul _)).sub
      ((pow_gauss 1).2.const_mul _)) hg
  exact ⟨h.1, h.2.trans (by rw [(gaussDensity_moments ha).2]; ring)⟩

/-- If the electron density departs from its contact value `n₀` at most linearly, the level
shift is `2π/3` times mean-square radius times `n₀`, up to an error of third order in `a`. -/
theorem contact_density_error {a n₀ K : ℝ} {n : ℝ → ℝ} (ha : 0 < a) (hn : Measurable n)
    (hK : ∀ r > 0, |n r - n₀| ≤ K * r) :
    |levelShift a n - 2 * π / 3 * meanSquareRadius a * n₀| ≤ K * (4 * √π / 3 * a ^ 3) := by
  obtain ⟨hi1, hv1⟩ := finite_nucleus_shift ha
  -- the integral of the defect with one more power of r
  have hF : ∀ x : ℝ, HasDerivAt
      (fun x => 1 / 3 * (x ^ 3 * (1 - erf x)) - 1 / 3 / √π * (x ^ 2 * Real.exp (-x ^ 2))
        - 1 / 3 / √π * (x ^ 0 * Real.exp (-x ^ 2)) + 1 / 3 / √π)
      (x ^ 2 * (1 - erf x)) x := fun x =>
    ((((((hasDerivAt_pow 3 x).fun_mul ((hasDerivAt_erf x).const_sub 1)).const_mul _).fun_sub
      (((pow_gauss 2).1 x).const_mul _)).fun_sub
        (((pow_gauss 0).1 x).const_mul _)).add_const _).congr_deriv (by simp; ring)
  have hg : ∀ r > 0, 4 * π * r ^ 2 * (r * potentialDefect a r) =
      4 * π * a ^ 3 * ((r / a) ^ 2 * (1 - erf (r / a)) / a) := fun r hr => by
    unfold potentialDefect
    generalize erf (r / a) = E
    field_simp
  obtain ⟨hi2, hv2⟩ := radial_integral ha (by positivity) hF
    (fun x _ => mul_nonneg (sq_nonneg x) (sub_nonneg.mpr (erf_le_one x))) (by simp [erf])
    (((((tendsto_pow_erfc 3).const_mul _).sub ((pow_gauss 2).2.const_mul _)).sub
      ((pow_gauss 0).2.const_mul _)).add_const _) hg
  have hb : ∀ᵐ r ∂(volume.restrict (Ioi (0 : ℝ))),
      ‖(n r - n₀) * (4 * π * r ^ 2 * potentialDefect a r)‖ ≤
        K * (4 * π * r ^ 2 * (r * potentialDefect a r)) := by
    refine (ae_restrict_iff' measurableSet_Ioi).mpr (Eventually.of_forall fun r hr => ?_)
    have hr' : 0 < r := hr
    have hD : 0 ≤ 4 * π * r ^ 2 * potentialDefect a r := by
      refine mul_nonneg (by positivity) ?_
      unfold potentialDefect
      rw [← sub_div]
      exact div_nonneg (sub_nonneg.mpr (erf_le_one _)) hr'.le
    rw [Real.norm_eq_abs, abs_mul, abs_of_nonneg hD]
    calc |n r - n₀| * (4 * π * r ^ 2 * potentialDefect a r)
        ≤ K * r * (4 * π * r ^ 2 * potentialDefect a r) :=
          mul_le_mul_of_nonneg_right (hK r hr') hD
      _ = K * (4 * π * r ^ 2 * (r * potentialDefect a r)) := by ring
  have hm : Integrable (fun r => (n r - n₀) * (4 * π * r ^ 2 * potentialDefect a r))
      (volume.restrict (Ioi (0 : ℝ))) :=
    (Integrable.const_mul hi2 K).mono' ((hn.sub_const n₀).aestronglyMeasurable.mul
      (Integrable.aestronglyMeasurable hi1)) hb
  -- separate the contact value from the variation of the density
  have hsplit : levelShift a n =
      (∫ r in Ioi (0 : ℝ), (n r - n₀) * (4 * π * r ^ 2 * potentialDefect a r)) +
        n₀ * ∫ r in Ioi (0 : ℝ), 4 * π * r ^ 2 * potentialDefect a r := by
    rw [← integral_const_mul, ← integral_add hm (Integrable.const_mul hi1 n₀)]
    unfold levelShift
    refine integral_congr_ae (Eventually.of_forall fun r => ?_)
    dsimp only
    ring
  have hle := norm_integral_le_of_norm_le (Integrable.const_mul hi2 K) hb
  rw [integral_const_mul, hv2, Real.norm_eq_abs] at hle
  rw [hsplit, hv1, mul_comm n₀, add_sub_cancel_right]
  refine hle.trans (le_of_eq ?_)
  linear_combination (K * 4 * a ^ 3 / 3) * (Real.div_sqrt (x := π))

/-- For the hydrogenic 1s density `Z³ exp(-2Zr)/π` the shift per unit nuclear charge is
`Z³a²`, up to an explicit error of third order in `a`. -/
theorem hydrogenic_1s_shift {a Z : ℝ} (ha : 0 < a) (hZ : 0 < Z) :
    |levelShift a (fun r => Z ^ 3 / π * Real.exp (-(2 * Z * r))) - Z ^ 3 * a ^ 2| ≤
      2 * Z ^ 4 / π * (4 * √π / 3 * a ^ 3) := by
  have hb : ∀ r > 0, |Z ^ 3 / π * Real.exp (-(2 * Z * r)) - Z ^ 3 / π| ≤
      2 * Z ^ 4 / π * r := by
    intro r hr
    have hc : 0 ≤ Z ^ 3 / π := by positivity
    have hx : 0 ≤ 2 * Z * r := by positivity
    have h1 := Real.add_one_le_exp (-(2 * Z * r))
    have h2 : Real.exp (-(2 * Z * r)) ≤ 1 := Real.exp_le_one_iff.mpr (by linarith)
    have k : 2 * Z ^ 4 / π * r = Z ^ 3 / π * (2 * Z * r) := by ring
    rw [k, ← mul_sub_one, abs_mul, abs_of_nonneg hc]
    exact mul_le_mul_of_nonneg_left (abs_le.mpr ⟨by linarith, by linarith⟩) hc
  have h := contact_density_error ha (by fun_prop) hb
  have e : 2 * π / 3 * (3 * a ^ 2 / 2) * (Z ^ 3 / π) = Z ^ 3 * a ^ 2 := by
    field_simp
  rwa [(gaussDensity_moments ha).2, e] at h

end

end FiniteNucleus
```

```lean
#print axioms FiniteNucleus.hydrogenic_1s_shift
```

```
'FiniteNucleus.hydrogenic_1s_shift' depends on axioms: [propext, Classical.choice, Quot.sound]
```

## How the proof follows the calculation

`hasDerivAt_erf`, `tendsto_erf` and `erf_le_one` give the slope, the limit and the upper bound of erf. `pow_gauss` differentiates xⁿ exp(−x²) and shows that it vanishes at infinity. `tendsto_pow_erfc` shows that the boundary terms xⁿ(1 − erf x) also vanish at infinity, using the decreasing sum above and a squeeze.

Integration by parts is replaced by explicit antiderivatives. `radial_integral` takes a function F of x = r/a with F(0) = 0, a non-negative derivative for x > 0 and a limit L. It returns both the integrability of the radial integrand and the value cL, where c collects the prefactors. For the volume integral,

F(x) = x²(1 − erf x)/2 + erf(x)/4 − x exp(−x²)/(2√π),

with L = 1/4 and c = 4πa². In each case `hF` checks the derivative and `hg` the change of variable.

In `contact_density_error`, a second antiderivative gives the integral with weight r³. The step `hb` is the pointwise bound on the part containing n − n₀, `hm` deduces that this part is integrable, and `hsplit` separates it from the contact term. The norm inequality for integrals then gives the bound. The 1s theorem applies this bound: its own `hb` proves the linear condition from the exponential inequalities, and `gaussDensity_moments` supplies the value of ⟨r²⟩.
